# At fixed couplings, the spurious second-order pair energy from a retained core orbital vanishes as 1/B with its level shift B

Take two electrons in a valence orbital at energy e_v, no virtual orbitals, and one core orbital at e_c. A core potential of the shifting type adds B to the core level, so that the valence electrons do not collapse into it. If the shifted orbital stays in the list of virtuals, second-order perturbation theory excites the pair into it. With the two-electron integral g_cc = ⟨vv|cc⟩ as coupling, where v is the valence and c the core orbital, this contributes

−g_cc² / (2(e_c + B − e_v)).

For e_c + B > e_v and g_cc ≠ 0 this is negative, although a core that is already full can take no such excitation. It weakens as B grows.

## The error and its bound

Now add finitely many virtuals at e_a > e_v, with couplings g_ab = ⟨vv|ab⟩ that are real and symmetric, as they are for real orbitals, and do not depend on B. The pair energy is

E2 = −Σ_ab g_ab² / (e_a + e_b − 2e_v).

Let S(B) be E2 with the core level included minus E2 without it. Then

S(B) = −[ g_cc² / (2(e_c − e_v + B)) + 2 Σ_a g_ca² / (e_a + e_c − 2e_v + B) ].

With W = g_cc²/2 + 2 Σ_a g_ca², every shift with e_c + B > e_v satisfies

−W / (e_c − e_v + B) ≤ S(B) ≤ 0.

S(B) is negative, and strictly increasing in B on this range, exactly when some coupling to the core level is nonzero. As B → ∞, S(B) → 0 and B·S(B) → −W.

## Shifted core orbitals in a correlation code

A code that takes orbitals from a model core potential or AIMP calculation may find shifted core orbitals among its virtuals. Deleting them removes S. If one is kept, then within this model of a single pair at second order with fixed couplings, a shift with e_c + B > e_v and e_c − e_v + B ≥ W/τ keeps the error within a tolerance τ > 0.

## From the double sum to the 1/B law

Only terms with at least one core index survive in the difference. The core–core term has denominator 2(e_c + B − e_v). The terms (c,a) and (a,c) are equal by symmetry, which gives the factor 2.

Each term has the form q/(d + B) with q ≥ 0. For the core–core term, d + B = e_c − e_v + B > 0. For a mixed term,

d + B = (e_a − e_v) + (e_c − e_v + B) > e_c − e_v + B > 0.

Hence S ≤ 0, strictly if some q > 0, and replacing each mixed denominator by the smaller e_c − e_v + B gives the bound. For B < B′,

q/(d + B) − q/(d + B′) = q(B′ − B) / ((d + B)(d + B′)) ≥ 0,

again strictly if q > 0. If all core couplings vanish, S is identically zero, which gives the converses. Finally, q/(d + B) → 0 and

B·q/(d + B) = q − d·q/(d + B) → q,

and summing finitely many terms gives both limits.

The condition e_c + B > e_v matters. With no virtuals, e_v = 0, e_c = −2 and g_cc = 1, S is +1/2 at B = 1 and −1/2 at B = 3. In this example the sign is wrong below the valence level, and S does not increase across the pole.

## The Lean file

```lean
import Mathlib

open Filter Topology

namespace ShiftedCoreCorrelation

noncomputable section

variable {ι : Type*} [Fintype ι]

/-- Second-order correlation energy of an electron pair in the orbital at `ev`, excited into
levels `e` with couplings `g`. Its domain is the case of all levels lying above `ev`. -/
def pairEnergy {κ : Type*} [Fintype κ] (e : κ → ℝ) (ev : ℝ) (g : κ → κ → ℝ) : ℝ :=
  -∑ a, ∑ b, g a b ^ 2 / (e a + e b - 2 * ev)

/-- The virtual levels `e` together with one retained core level at energy `c`,
which carries the index `none`. -/
def withCore (e : ι → ℝ) (c : ℝ) : Option ι → ℝ
  | none => c
  | some a => e a

/-- Spurious correlation energy: the pair energy with the core level retained at `ec + B`, minus
the pair energy of the virtuals alone. Its domain is `ev < ec + B` with all virtuals above `ev`. -/
def spurious (e : ι → ℝ) (ev ec : ℝ) (g : Option ι → Option ι → ℝ) (B : ℝ) : ℝ :=
  pairEnergy (withCore e (ec + B)) ev g - pairEnergy e ev (fun a b => g (some a) (some b))

/-- For symmetric couplings the spurious energy consists of one double excitation into the core
level and, counted twice, the excitations into the core level and one virtual. -/
theorem spurious_eq (e : ι → ℝ) (ev ec : ℝ) (g : Option ι → Option ι → ℝ)
    (hg : ∀ x y, g x y = g y x) (B : ℝ) :
    spurious e ev ec g B = -(g none none ^ 2 / 2 / (ec - ev + B)
      + 2 * ∑ a, g none (some a) ^ 2 / (e a + ec - 2 * ev + B)) := by
  have h0 : g none none ^ 2 / (ec + B + (ec + B) - 2 * ev)
      = g none none ^ 2 / 2 / (ec - ev + B) := by
    rw [div_div]
    congr 1
    ring
  have h1 : ∑ a, g none (some a) ^ 2 / (ec + B + e a - 2 * ev)
      = ∑ a, g none (some a) ^ 2 / (e a + ec - 2 * ev + B) := by
    refine Finset.sum_congr rfl fun a _ => ?_
    congr 1
    ring
  -- symmetry identifies the two orders of the mixed excitation
  have h2 : ∑ a, g (some a) none ^ 2 / (e a + (ec + B) - 2 * ev)
      = ∑ a, g none (some a) ^ 2 / (e a + ec - 2 * ev + B) := by
    refine Finset.sum_congr rfl fun a _ => ?_
    rw [hg (some a) none]
    congr 1
    ring
  simp only [spurious, pairEnergy, Fintype.sum_option, withCore, Finset.sum_add_distrib]
  rw [h0, h1, h2]
  ring

/-- For symmetric couplings, if all virtuals and the shifted core level lie above the valence level,
and the core level has some nonzero coupling, then the spurious correlation energy is negative. -/
theorem spurious_neg (e : ι → ℝ) (ev ec : ℝ) (g : Option ι → Option ι → ℝ)
    (hg : ∀ x y, g x y = g y x) (he : ∀ a, ev < e a) (hc : ∃ x, g none x ≠ 0)
    {B : ℝ} (hB : ev < ec + B) : spurious e ev ec g B < 0 := by
  rw [spurious_eq e ev ec g hg]
  have hd : 0 < ec - ev + B := by linarith
  have hda : ∀ a, 0 < e a + ec - 2 * ev + B := fun a => by linarith [he a]
  have h0 : 0 ≤ g none none ^ 2 / 2 / (ec - ev + B) := by positivity
  have h1 : ∀ a ∈ Finset.univ, 0 ≤ g none (some a) ^ 2 / (e a + ec - 2 * ev + B) :=
    fun a _ => div_nonneg (sq_nonneg _) (hda a).le
  obtain ⟨x, hx⟩ := hc
  cases x with
  | none =>
    have h2 : 0 < g none none ^ 2 / 2 / (ec - ev + B) := by positivity
    linarith [Finset.sum_nonneg h1]
  | some a =>
    have h2 := Finset.sum_pos' h1
      ⟨a, Finset.mem_univ a, div_pos (sq_pos_of_ne_zero hx) (hda a)⟩
    linarith

/-- For symmetric couplings, if all virtuals lie above the valence level and the core level has some
nonzero coupling, the spurious energy increases strictly with the shift while the core level is
above the valence level. -/
theorem spurious_strictMonoOn (e : ι → ℝ) (ev ec : ℝ) (g : Option ι → Option ι → ℝ)
    (hg : ∀ x y, g x y = g y x) (he : ∀ a, ev < e a) (hc : ∃ x, g none x ≠ 0) :
    StrictMonoOn (spurious e ev ec g) (Set.Ioi (ev - ec)) := by
  intro B hB B' _ hBB
  have hB1 : ev - ec < B := hB
  rw [spurious_eq e ev ec g hg, spurious_eq e ev ec g hg]
  have hd : 0 < ec - ev + B := by linarith
  have hda : ∀ a, 0 < e a + ec - 2 * ev + B := fun a => by linarith [he a]
  -- every denominator grows with the shift
  have h0 : g none none ^ 2 / 2 / (ec - ev + B') ≤ g none none ^ 2 / 2 / (ec - ev + B) :=
    div_le_div_of_nonneg_left (by positivity) hd (by linarith)
  have h1 : ∀ a ∈ Finset.univ, g none (some a) ^ 2 / (e a + ec - 2 * ev + B')
      ≤ g none (some a) ^ 2 / (e a + ec - 2 * ev + B) :=
    fun a _ => div_le_div_of_nonneg_left (sq_nonneg _) (hda a) (by linarith)
  obtain ⟨x, hx⟩ := hc
  cases x with
  | none =>
    have h2 : g none none ^ 2 / 2 / (ec - ev + B') < g none none ^ 2 / 2 / (ec - ev + B) :=
      div_lt_div_of_pos_left (by positivity) hd (by linarith)
    linarith [Finset.sum_le_sum h1]
  | some a =>
    have h2 := Finset.sum_lt_sum h1 ⟨a, Finset.mem_univ a,
      div_lt_div_of_pos_left (sq_pos_of_ne_zero hx) (hda a) (by linarith)⟩
    linarith

/-- A single second-order term with a fixed numerator vanishes as the level shift grows. -/
theorem term_tendsto_zero (q d : ℝ) : Tendsto (fun B : ℝ => q / (d + B)) atTop (𝓝 0) :=
  tendsto_const_nhds.div_atTop (tendsto_atTop_add_const_left atTop d tendsto_id)

/-- Main theorem. For symmetric couplings and virtuals above the valence level, retaining a core
level shifted above the valence level strictly lowers the pair energy exactly when it has some
nonzero coupling; under the same condition, and only then, the spurious energy increases strictly
with the shift while the core level is above the valence level. The spurious energy tends to zero as
the shift tends to infinity. -/
theorem shifted_core_correlation (e : ι → ℝ) (ev ec : ℝ) (g : Option ι → Option ι → ℝ)
    (hg : ∀ x y, g x y = g y x) (he : ∀ a, ev < e a) :
    (∀ B, ev < ec + B →
      (pairEnergy (withCore e (ec + B)) ev g < pairEnergy e ev (fun a b => g (some a) (some b))
        ↔ ∃ x, g none x ≠ 0)) ∧
    (StrictMonoOn (spurious e ev ec g) (Set.Ioi (ev - ec)) ↔ ∃ x, g none x ≠ 0) ∧
    Tendsto (spurious e ev ec g) atTop (𝓝 0) := by
  -- an uncoupled core level contributes nothing
  have hz : (¬ ∃ x, g none x ≠ 0) → ∀ B, spurious e ev ec g B = 0 := by
    intro h B
    have h' : ∀ x, g none x = 0 := fun x => by_contra fun hx => h ⟨x, hx⟩
    rw [spurious_eq e ev ec g hg]
    simp [h']
  refine ⟨fun B hB => ⟨fun h => ?_, fun h => ?_⟩,
    ⟨fun h => ?_, spurious_strictMonoOn e ev ec g hg he⟩, ?_⟩
  · by_contra hn
    have h0 := hz hn B
    unfold spurious at h0
    linarith
  · have h0 := spurious_neg e ev ec g hg he h hB
    unfold spurious at h0
    linarith
  · by_contra hn
    have h1 : ev - ec + 1 ∈ Set.Ioi (ev - ec) := Set.mem_Ioi.mpr (by linarith)
    have h2 : ev - ec + 2 ∈ Set.Ioi (ev - ec) := Set.mem_Ioi.mpr (by linarith)
    have h3 := h h1 h2 (by linarith)
    rw [hz hn, hz hn] at h3
    exact lt_irrefl _ h3
  · have h := ((term_tendsto_zero (g none none ^ 2 / 2) (ec - ev)).add
      ((tendsto_finsetSum Finset.univ (fun a _ =>
        term_tendsto_zero (g none (some a) ^ 2) (e a + ec - 2 * ev))).const_mul 2)).neg
    simp only [Finset.sum_const_zero, mul_zero, add_zero, neg_zero] at h
    exact h.congr fun B => (spurious_eq e ev ec g hg B).symm

/-- Error bound at finite shift: with symmetric couplings and with the virtuals and the shifted core
level above the valence level, the spurious energy is no lower than minus the weighted sum of
squared core couplings divided by the gap between shifted core and valence level. -/
theorem spurious_lower_bound (e : ι → ℝ) (ev ec : ℝ) (g : Option ι → Option ι → ℝ)
    (hg : ∀ x y, g x y = g y x) (he : ∀ a, ev < e a) {B : ℝ} (hB : ev < ec + B) :
    -((g none none ^ 2 / 2 + 2 * ∑ a, g none (some a) ^ 2) / (ec - ev + B))
      ≤ spurious e ev ec g B := by
  rw [spurious_eq e ev ec g hg]
  have h : ∑ a, g none (some a) ^ 2 / (e a + ec - 2 * ev + B)
      ≤ (∑ a, g none (some a) ^ 2) / (ec - ev + B) := by
    rw [Finset.sum_div]
    exact Finset.sum_le_sum fun a _ =>
      div_le_div_of_nonneg_left (sq_nonneg _) (by linarith) (by linarith [he a])
  rw [add_div, mul_div_assoc]
  linarith

/-- For symmetric couplings, the shift times the spurious energy tends to minus the weighted sum of
squared core couplings as the shift tends to infinity. -/
theorem spurious_decay_rate (e : ι → ℝ) (ev ec : ℝ) (g : Option ι → Option ι → ℝ)
    (hg : ∀ x y, g x y = g y x) :
    Tendsto (fun B => B * spurious e ev ec g B) atTop
      (𝓝 (-(g none none ^ 2 / 2 + 2 * ∑ a, g none (some a) ^ 2))) := by
  -- each term times the shift tends to its numerator
  have key : ∀ q d : ℝ, Tendsto (fun B : ℝ => B * (q / (d + B))) atTop (𝓝 q) := by
    intro q d
    have h := ((term_tendsto_zero q d).const_mul d).const_sub q
    rw [mul_zero, sub_zero] at h
    refine h.congr' ?_
    filter_upwards [eventually_gt_atTop (-d)] with B hB
    have hd : d + B ≠ 0 := by
      have : 0 < d + B := by linarith
      exact this.ne'
    have h2 : (d + B) * (q / (d + B)) = q := by field_simp
    linear_combination -h2
  have h := ((key (g none none ^ 2 / 2) (ec - ev)).add
    ((tendsto_finsetSum Finset.univ (fun a _ =>
      key (g none (some a) ^ 2) (e a + ec - 2 * ev))).const_mul 2)).neg
  refine h.congr fun B => ?_
  rw [spurious_eq e ev ec g hg, ← Finset.mul_sum]
  ring

end

end ShiftedCoreCorrelation
```

```lean
#print axioms ShiftedCoreCorrelation.shifted_core_correlation
-- 'ShiftedCoreCorrelation.shifted_core_correlation' depends on axioms: [propext, Classical.choice, Quot.sound]
#print axioms ShiftedCoreCorrelation.spurious_lower_bound
-- 'ShiftedCoreCorrelation.spurious_lower_bound' depends on axioms: [propext, Classical.choice, Quot.sound]
#print axioms ShiftedCoreCorrelation.spurious_decay_rate
-- 'ShiftedCoreCorrelation.spurious_decay_rate' depends on axioms: [propext, Classical.choice, Quot.sound]
```

## Reading the theorems and their limits

The finite type `ι` labels the virtuals and may be empty. `Option ι` adds the core level as `none`, so `g none (some a)` is g_ca. `pairEnergy` is E2, `spurious` is S, and `Set.Ioi (ev - ec)` is the range B > e_v − e_c. The hypotheses `hg` and `he` state the symmetry and e_a > e_v; `spurious_decay_rate` needs only `hg`.

`spurious_eq` splits the sum with `Fintype.sum_option` and merges the mixed terms through `hg`. `spurious_neg` and `spurious_strictMonoOn` distinguish whether the nonzero coupling is core–core or mixed. `shifted_core_correlation` adds the uncoupled case (`hz`) and sums the limits from `term_tendsto_zero`. `spurious_lower_bound` compares denominators, and `key` in `spurious_decay_rate` is the last identity above.

The model has one pair, one core orbital and second order only. Fixed couplings and virtual levels are assumed: in a real calculation the orbitals may change with B, and W with them. Rounding is not modelled.
